# Strain and stress minimisation give inverse effective tensors over complementary zero-mean fluctuation spaces

After homogenising a polycrystal I invert the 6×6 effective stiffness and read Young's moduli off the resulting compliance. The stiffness comes from minimising the strain energy at a prescribed mean strain, on a mesh with one constant strain per cell. I could also have prescribed the mean stress and minimised the stress energy, and called that result the effective compliance. Plain averages make me doubt that the two agree: the inverse of the average stiffness is generally not the average compliance. Which stress fluctuations must I allow for the inversion to be right, and does it hold on a coarse mesh?

## The stress space that makes the inversion right

Allow every zero-mean stress fluctuation that does no mean work on your strain fluctuations. The two effective tensors are then exact inverses on any mesh, for linear elasticity with finitely many cells and positive definite stiffnesses. Being inverses does not make them accurate: on a coarse mesh both carry its discretisation error.

The plain averages disagree because they belong to different strain spaces. The average stiffness allows no strain fluctuation, so its dual problem allows all zero-mean stress fluctuations. The average compliance allows no stress fluctuation at all.

## From equilibrium to the inverse

Cell $a$ has volume fraction $w_a>0$, with $\sum_a w_a=1$, and symmetric positive definite stiffness $C_a$, so any nonzero strain costs energy. For families $s,e$ of vectors, one per cell, write
$$\langle s,e\rangle=\sum_a w_a\,s_a\cdot e_a,\quad \bar e=\sum_a w_a e_a,\quad (Ce)_a=C_ae_a,\quad W(e)=\tfrac12\langle Ce,e\rangle .$$
A vector $p$ also denotes the uniform family with that value. Let $U$ be the space of strain fluctuations, all of zero mean, and $U'$ the zero-mean families $s$ with $\langle s,v\rangle=0$ for all $v\in U$.

**Equilibrium gives the minimum.** Suppose $u\in U$ and $\langle C(p+u),v\rangle=0$ for all $v\in U$. Any competitor is $p+u+d$ with $d\in U$, and symmetry of the $C_a$ gives
$$W(p+u+d)=W(p+u)+\langle C(p+u),d\rangle+W(d)\ge W(p+u).$$

**Equilibrium exists.** Send $u\in U$ to the functional $v\mapsto\langle Cu,v\rangle$ on $U$. If this functional vanishes, then $\langle Cu,u\rangle=0$ and $u=0$. The map is therefore injective, and since $U$ and its dual have equal finite dimension, it is onto. So $\langle Cu,v\rangle=-\langle Cp,v\rangle$ has a solution $u=Ep$, linear in $p$.

**The effective tensor gives the mean stress.** Let $M$ be symmetric, with $\tfrac12p\cdot Mp$ the minimum energy for every $p$. Put $\sigma=C(p+u)$ at equilibrium. Keep $u$ and change the mean strain to $p+td$, with $d$ now any vector and $t$ real. The minimum principle gives
$$0\le W(p+td+u)-\tfrac12(p+td)\cdot M(p+td)=t\,(\bar\sigma\cdot d-d\cdot Mp)+t^2\bigl(W(d)-\tfrac12d\cdot Md\bigr).$$
This holds for both signs of $t$, so the linear coefficient is zero. Hence $Mp=\bar\sigma$, which also fixes $M$ uniquely.

**Such a tensor exists.** Define $Mp$ as the mean of $C(p+Ep)$. Since $Eq\in U$,
$$(Mp)\cdot q=\langle C(p+Ep),q\rangle=\langle C(p+Ep),q+Eq\rangle .$$
The right side is symmetric in $p,q$, and at $q=p$ it is twice the minimum energy.

**Duality.** Let $C^*$ be the effective stiffness over $U$ and $S^*$ the effective compliance over $U'$. The equilibrium stress $\sigma$ has mean $q=C^*p$. Its fluctuation $\sigma-q$ has zero mean, and for $v\in U$
$$\langle\sigma-q,v\rangle=0-q\cdot\bar v=0,$$
so it lies in $U'$. The strain of $\sigma$ is $C^{-1}\sigma=p+u$, and for $s\in U'$
$$\langle p+u,s\rangle=p\cdot\bar s+\langle u,s\rangle=0.$$
Thus $\sigma$ is at equilibrium in the stress problem. The mean-response law there gives $S^*q=\overline{p+u}=p$, that is $S^*C^*p=p$ for every $p$. For square matrices $C^*S^*=1$ follows.

## What the Lean statement says

In `stiffness_compliance_duality`, `ι` labels the cells, which the docstrings call phases, and `n` the strain components. For three-dimensional elasticity there are six, in Mandel form or in Voigt form with engineering shear strains; in both, the dot product is the work density. `PosDef` includes symmetry. `pairing` is $\langle\cdot,\cdot\rangle$, `response` is cellwise Hooke's law, and `complement w U` is $U'$.

`IsEffective` requires a symmetric matrix and, through `IsLeast`, an attained minimum. The compliance `Seff` satisfies the same definition with `(C a)⁻¹` and `complement w U`. The theorem takes both tensors as given; `existsUnique_effective` supplies each of them, since the inverse stiffnesses are again positive definite.

Voids and rigid inclusions are excluded. The step left to you is to identify `U` with the compatible strain fluctuations of your mesh, and `complement w U` with the stress fluctuations your stress solver admits. A solver with a different equilibrium condition may return a compliance that is not the inverse.

In a polycrystal, `C a` is the single-crystal stiffness rotated to the orientation of the grain that contains cell `a`. The single-crystal constants can come from electronic-structure calculations.

```lean
import Mathlib

open Matrix

namespace EffectiveStiffnessDuality

noncomputable section

/-- A family of strains or stresses: one real vector for each phase. -/
abbrev Family (ι n : Type*) := ι → n → ℝ

variable {ι n : Type*} [Fintype ι] [Fintype n]

/-- The family that has the same value `p` in every phase. -/
def uniform (ι : Type*) {n : Type*} : (n → ℝ) →ₗ[ℝ] Family ι n where
  toFun p := fun _ => p
  map_add' _ _ := rfl
  map_smul' _ _ := rfl

/-- The weighted mean `∑ w_a e_a` of a family. -/
def mean (w : ι → ℝ) : Family ι n →ₗ[ℝ] (n → ℝ) where
  toFun e := ∑ a, w a • e a
  map_add' e f := by simp [smul_add, Finset.sum_add_distrib]
  map_smul' c e := by
    simp only [Pi.smul_apply, RingHom.id_apply, Finset.smul_sum]
    exact Finset.sum_congr rfl fun a _ => smul_comm _ _ _

/-- The weighted mean work `∑ w_a s_a · e_a` of a stress family on a strain family. -/
def pairing (w : ι → ℝ) : Family ι n →ₗ[ℝ] Family ι n →ₗ[ℝ] ℝ :=
  LinearMap.mk₂ ℝ (fun s e => ∑ a, w a * (s a ⬝ᵥ e a))
    (by intros; simp [add_dotProduct, mul_add, Finset.sum_add_distrib])
    (by intros; simp [smul_dotProduct, Finset.mul_sum, mul_left_comm])
    (by intros; simp [dotProduct_add, mul_add, Finset.sum_add_distrib])
    (by intros; simp [dotProduct_smul, Finset.mul_sum, mul_left_comm])

/-- Hooke's law in each phase: the family `C_a e_a`. -/
def response (C : ι → Matrix n n ℝ) : Family ι n →ₗ[ℝ] Family ι n where
  toFun e := fun a => C a *ᵥ e a
  map_add' _ _ := funext fun _ => Matrix.mulVec_add _ _ _
  map_smul' c e := by
    funext a
    simp [Matrix.mulVec_smul]

/-- The mean elastic energy `∑ w_a e_a · C_a e_a / 2`. -/
def energy (w : ι → ℝ) (C : ι → Matrix n n ℝ) (e : Family ι n) : ℝ :=
  pairing w (response C e) e / 2

/-- The zero-mean families that are orthogonal, in the weighted pairing, to all of `U`. -/
def complement (w : ι → ℝ) (U : Submodule ℝ (Family ι n)) : Submodule ℝ (Family ι n) where
  carrier := {s | mean w s = 0 ∧ ∀ u ∈ U, pairing w s u = 0}
  zero_mem' := ⟨map_zero _, fun u _ => by simp⟩
  add_mem' := fun hs ht => ⟨by rw [map_add, hs.1, ht.1, add_zero], fun u hu => by
    rw [map_add, LinearMap.add_apply, hs.2 u hu, ht.2 u hu, add_zero]⟩
  smul_mem' := fun c s hs => ⟨by rw [map_smul, hs.1, smul_zero], fun u hu => by
    rw [map_smul, LinearMap.smul_apply, hs.2 u hu, smul_zero]⟩

/-- `M` is the effective tensor of the phases `C` over `U`: it is symmetric, and `p · M p / 2` is
the least mean energy among the families `p + u` with fluctuation `u` in `U`. -/
def IsEffective (w : ι → ℝ) (C : ι → Matrix n n ℝ) (U : Submodule ℝ (Family ι n))
    (M : Matrix n n ℝ) : Prop :=
  M.IsSymm ∧ ∀ p, IsLeast ((fun u => energy w C (uniform ι p + u)) '' (U : Set (Family ι n)))
    (p ⬝ᵥ M *ᵥ p / 2)

variable {w : ι → ℝ} {C : ι → Matrix n n ℝ} {U : Submodule ℝ (Family ι n)}

/-- The mean work of a stress family on a uniform strain is that of the mean stress. -/
theorem pairing_uniform (s : Family ι n) (p : n → ℝ) :
    pairing w s (uniform ι p) = mean w s ⬝ᵥ p := by
  change ∑ a, w a * (s a ⬝ᵥ p) = (∑ a, w a • s a) ⬝ᵥ p
  simp only [dotProduct, Finset.sum_apply, Pi.smul_apply, smul_eq_mul, Finset.mul_sum,
    Finset.sum_mul]
  rw [Finset.sum_comm]
  exact Finset.sum_congr rfl fun i _ => Finset.sum_congr rfl fun a _ => by ring

/-- Betti reciprocity: for symmetric positive definite phases, the stress of `e` does the same
mean work on `f` as the stress of `f` on `e`. -/
theorem reciprocity (hC : ∀ a, (C a).PosDef) (e f : Family ι n) :
    pairing w (response C e) f = pairing w (response C f) e := by
  change ∑ a, w a * ((C a *ᵥ e a) ⬝ᵥ f a) = ∑ a, w a * ((C a *ᵥ f a) ⬝ᵥ e a)
  refine Finset.sum_congr rfl fun a _ => ?_
  have h : (C a)ᵀ = C a := by
    rw [← Matrix.conjTranspose_eq_transpose_of_trivial]
    exact (hC a).isHermitian
  rw [dotProduct_comm, Matrix.dotProduct_mulVec, ← Matrix.mulVec_transpose, h]

/-- With positive weights and positive definite phases, a nonzero family has positive energy. -/
theorem energy_pos (hw : ∀ a, 0 < w a) (hC : ∀ a, (C a).PosDef) {e : Family ι n}
    (he : e ≠ 0) : 0 < energy w C e := by
  have hp : ∀ b, e b ≠ 0 → 0 < w b * ((C b *ᵥ e b) ⬝ᵥ e b) := fun b hb =>
    mul_pos (hw b) (by
      have h := (hC b).dotProduct_mulVec_pos hb
      rwa [star_trivial, dotProduct_comm] at h)
  obtain ⟨a, ha⟩ := Function.ne_iff.mp he
  refine half_pos (Finset.sum_pos' (fun b _ => ?_) ⟨a, Finset.mem_univ a, hp a ha⟩)
  by_cases hb : e b = 0
  · simp [hb]
  · exact (hp b hb).le

/-- With positive weights and positive definite phases, if `u` is in `U` and the stress of `p + u`
does no mean work on `U`, then `p + u` has the least energy among the families `p + v` with `v` in
`U`. -/
theorem isLeast_of_equilibrium (hw : ∀ a, 0 < w a) (hC : ∀ a, (C a).PosDef) {p : n → ℝ}
    {u : Family ι n} (hu : u ∈ U)
    (heq : ∀ v ∈ U, pairing w (response C (uniform ι p + u)) v = 0) :
    IsLeast ((fun u => energy w C (uniform ι p + u)) '' (U : Set (Family ι n)))
      (energy w C (uniform ι p + u)) := by
  refine ⟨⟨u, hu, rfl⟩, ?_⟩
  rintro _ ⟨v, hv, rfl⟩
  change energy w C (uniform ι p + u) ≤ energy w C (uniform ι p + v)
  have hn : 0 ≤ energy w C (v - u) := by
    rcases eq_or_ne (v - u) 0 with h | h
    · simp [h, energy]
    · exact (energy_pos hw hC h).le
  have h0 := heq _ (U.sub_mem hv hu)
  have h1 := reciprocity (w := w) hC (v - u) (uniform ι p + u)
  -- expand the energy around the equilibrium family
  have h2 : uniform ι p + v = (uniform ι p + u) + (v - u) := by abel
  rw [h2]
  generalize uniform ι p + u = e at *
  generalize v - u = d at *
  simp only [energy, map_add, LinearMap.add_apply] at *
  linarith

/-- With positive weights and positive definite phases, for every uniform strain `p` there is a
fluctuation `E p` in `U`, linear in `p`, such that the stress of `p + E p` does no mean work on `U`.
-/
theorem exists_equilibrium (hw : ∀ a, 0 < w a) (hC : ∀ a, (C a).PosDef)
    (U : Submodule ℝ (Family ι n)) :
    ∃ E : (n → ℝ) →ₗ[ℝ] Family ι n, (∀ p, E p ∈ U) ∧
      ∀ p, ∀ v ∈ U, pairing w (response C (uniform ι p + E p)) v = 0 := by
  let B : Family ι n →ₗ[ℝ] Module.Dual ℝ U :=
    U.subtype.dualMap ∘ₗ pairing w ∘ₗ response C
  have hinj : Function.Injective (B ∘ₗ U.subtype) := by
    refine LinearMap.ker_eq_bot.1 (LinearMap.ker_eq_bot'.2 fun u hu => ?_)
    by_contra h
    have hp := energy_pos hw hC (e := (u : Family ι n)) (fun h' => h (Subtype.ext h'))
    have h0 : pairing w (response C (u : Family ι n)) u = 0 := LinearMap.congr_fun hu u
    rw [energy, h0] at hp
    norm_num at hp
  -- in finite dimension the injective map from `U` to its dual is onto
  have hsurj := (LinearMap.injective_iff_surjective_of_finrank_eq_finrank
    (Subspace.dual_finrank_eq (K := ℝ) (V := U)).symm).1 hinj
  obtain ⟨R, hR⟩ := LinearMap.exists_rightInverse_of_surjective _ (LinearMap.range_eq_top.2 hsurj)
  refine ⟨-(U.subtype ∘ₗ R ∘ₗ B ∘ₗ uniform ι), fun p => U.neg_mem (R _).2, fun p v hv => ?_⟩
  have h : pairing w (response C (R (B (uniform ι p)) : Family ι n)) v
      = pairing w (response C (uniform ι p)) v :=
    LinearMap.congr_fun (LinearMap.congr_fun hR (B (uniform ι p))) ⟨v, hv⟩
  change pairing w (response C (uniform ι p + -(R (B (uniform ι p)) : Family ι n))) v = 0
  simp only [map_add, map_neg, LinearMap.add_apply, LinearMap.neg_apply]
  linarith

/-- Macroscopic Hooke law: with positive weights and positive definite phases, the effective tensor
over `U` sends the uniform strain `p` to the mean stress of the equilibrium family `p + u`, with `u`
in `U`. If the weights sum to 1 and `U` has zero mean, `p` is the mean strain. -/
theorem effective_hooke [DecidableEq n] (hw : ∀ a, 0 < w a) (hC : ∀ a, (C a).PosDef)
    {M : Matrix n n ℝ} (hM : IsEffective w C U M) {p : n → ℝ} {u : Family ι n} (hu : u ∈ U)
    (heq : ∀ v ∈ U, pairing w (response C (uniform ι p + u)) v = 0) :
    M *ᵥ p = mean w (response C (uniform ι p + u)) := by
  have h0 := (hM.2 p).unique (isLeast_of_equilibrium hw hC hu heq)
  have key : ∀ d, d ⬝ᵥ M *ᵥ p = mean w (response C (uniform ι p + u)) ⬝ᵥ d := by
    intro d
    rw [← pairing_uniform]
    have hs : p ⬝ᵥ M *ᵥ d = d ⬝ᵥ M *ᵥ p := by
      rw [Matrix.dotProduct_mulVec, ← Matrix.mulVec_transpose, hM.1.eq, dotProduct_comm]
    have hr := reciprocity (w := w) hC (uniform ι d) (uniform ι p + u)
    -- vary the uniform strain to `p + t d`, keeping the fluctuation `u`
    have hq : ∀ t : ℝ, 0 ≤ (energy w C (uniform ι d) - d ⬝ᵥ M *ᵥ d / 2) * (t * t)
        + (pairing w (response C (uniform ι p + u)) (uniform ι d) - d ⬝ᵥ M *ᵥ p) * t + 0 := by
      intro t
      have h : (p + t • d) ⬝ᵥ M *ᵥ (p + t • d) / 2 ≤ energy w C (uniform ι (p + t • d) + u) :=
        (hM.2 (p + t • d)).2 ⟨u, hu, rfl⟩
      have h2 : uniform ι (p + t • d) + u = (uniform ι p + u) + t • uniform ι d := by
        rw [map_add, map_smul]; abel
      rw [h2] at h
      generalize uniform ι p + u = e at *
      simp only [energy, map_add, map_smul, LinearMap.add_apply, LinearMap.smul_apply,
        Matrix.mulVec_add, Matrix.mulVec_smul, dotProduct_add, add_dotProduct, smul_dotProduct,
        dotProduct_smul, smul_eq_mul] at h h0 ⊢
      rw [hs, hr] at h
      linarith
    have hd := discrim_le_zero hq
    rw [discrim] at hd
    nlinarith
  funext i
  simpa using key (Pi.single i 1)

/-- With positive weights and positive definite phases, there is exactly one effective tensor
over `U`. -/
theorem existsUnique_effective [DecidableEq n] (hw : ∀ a, 0 < w a) (hC : ∀ a, (C a).PosDef)
    (U : Submodule ℝ (Family ι n)) : ∃! M, IsEffective w C U M := by
  obtain ⟨E, hE, heq⟩ := exists_equilibrium hw hC U
  obtain ⟨M, hM⟩ : ∃ M : Matrix n n ℝ,
      ∀ p, M *ᵥ p = mean w (response C (uniform ι p + E p)) :=
    ⟨LinearMap.toMatrix' (mean w ∘ₗ response C ∘ₗ (uniform ι + E)),
      fun p => LinearMap.toMatrix'_mulVec _ p⟩
  have hp : ∀ p q, (M *ᵥ p) ⬝ᵥ q
      = pairing w (response C (uniform ι p + E p)) (uniform ι q + E q) := by
    intro p q
    rw [hM, ← pairing_uniform]
    have h := (pairing w (response C (uniform ι p + E p))).map_add (uniform ι q) (E q)
    linarith [heq p _ (hE q)]
  refine ⟨M, ⟨?_, fun p => ?_⟩, fun N hN => ?_⟩
  · ext i j
    have h := (hp (Pi.single i 1) (Pi.single j 1)).trans
      ((reciprocity hC _ _).trans (hp (Pi.single j 1) (Pi.single i 1)).symm)
    simpa using h
  · have h : p ⬝ᵥ M *ᵥ p / 2 = energy w C (uniform ι p + E p) := by
      rw [energy, ← hp, dotProduct_comm]
    rw [h]
    exact isLeast_of_equilibrium hw hC (hE p) (heq p)
  · ext i j
    have h := congrFun ((effective_hooke hw hC hN (hE (Pi.single j 1)) (heq _)).trans
      (hM _).symm) i
    simpa using h

/-- Duality: for positive weights with sum 1, positive definite stiffnesses and a space `U` of
zero-mean strain families, the effective stiffness over `U` and the effective compliance over the
complement of `U` are inverse to each other. -/
theorem stiffness_compliance_duality [DecidableEq n] (hw : ∀ a, 0 < w a) (hsum : ∑ a, w a = 1)
    (hC : ∀ a, (C a).PosDef) (hU : ∀ u ∈ U, mean w u = 0) {Ceff Seff : Matrix n n ℝ}
    (hCeff : IsEffective w C U Ceff)
    (hSeff : IsEffective w (fun a => (C a)⁻¹) (complement w U) Seff) :
    Ceff * Seff = 1 ∧ Seff * Ceff = 1 := by
  obtain ⟨E, hE, heq⟩ := exists_equilibrium hw hC U
  have hmean : ∀ q : n → ℝ, mean w (uniform ι q) = q := by
    intro q
    change ∑ a, w a • q = q
    rw [← Finset.sum_smul, hsum, one_smul]
  have hcomm : ∀ s e : Family ι n, pairing w s e = pairing w e s := fun s e =>
    Finset.sum_congr rfl fun a _ => by rw [dotProduct_comm]
  have key : ∀ p, Seff *ᵥ (Ceff *ᵥ p) = p := by
    intro p
    have hq := effective_hooke hw hC hCeff (hE p) (heq p)
    have hback : response (fun a => (C a)⁻¹) (response C (uniform ι p + E p))
        = uniform ι p + E p := by
      funext a
      change (C a)⁻¹ *ᵥ (C a *ᵥ _) = _
      rw [Matrix.mulVec_mulVec, Matrix.nonsing_inv_mul _ (hC a).det_pos.ne'.isUnit,
        Matrix.one_mulVec]
    have hσ := heq p
    generalize response C (uniform ι p + E p) = σ at hq hback hσ
    -- the equilibrium stress is admissible in the stress problem
    have hmem : σ - uniform ι (Ceff *ᵥ p) ∈ complement w U := by
      refine ⟨by rw [map_sub, hmean, hq, sub_self], fun v hv => ?_⟩
      rw [map_sub, LinearMap.sub_apply, hσ v hv, hcomm, pairing_uniform, hU v hv,
        zero_dotProduct, sub_zero]
    have hadd : uniform ι (Ceff *ᵥ p) + (σ - uniform ι (Ceff *ᵥ p)) = σ := by abel
    -- its strain does no work on the complement, so it solves that problem
    have h := effective_hooke hw (fun a => (hC a).inv) hSeff hmem (by
      intro t ht
      rw [hadd, hback, hcomm, (pairing w t).map_add, pairing_uniform, ht.1, zero_dotProduct,
        ht.2 _ (hE p), add_zero])
    rw [h, hadd, hback, map_add, hmean, hU _ (hE p), add_zero]
  have hinv : Seff * Ceff = 1 := by
    ext i j
    have h := congrFun (key (Pi.single j 1)) i
    rw [Matrix.mulVec_mulVec] at h
    simpa [Matrix.one_apply, Pi.single_apply] using h
  exact ⟨mul_eq_one_comm.1 hinv, hinv⟩

/-- The quadratic form of an effective tensor is at most the weighted mean of those of the
phases. -/
theorem effective_le_mean {M : Matrix n n ℝ} (hM : IsEffective w C U M) (p : n → ℝ) :
    p ⬝ᵥ M *ᵥ p ≤ ∑ a, w a * (p ⬝ᵥ C a *ᵥ p) := by
  have h : p ⬝ᵥ M *ᵥ p / 2 ≤ energy w C (uniform ι p + 0) := (hM.2 p).2 ⟨0, U.zero_mem, rfl⟩
  rw [add_zero] at h
  have h2 : energy w C (uniform ι p) = (∑ a, w a * (p ⬝ᵥ C a *ᵥ p)) / 2 :=
    congrArg (· / 2) (Finset.sum_congr rfl fun a _ => congrArg (w a * ·) (dotProduct_comm _ _))
  linarith

end

end EffectiveStiffnessDuality
```

```lean
#print axioms EffectiveStiffnessDuality.existsUnique_effective
#print axioms EffectiveStiffnessDuality.stiffness_compliance_duality
#print axioms EffectiveStiffnessDuality.effective_le_mean
```

```
'EffectiveStiffnessDuality.existsUnique_effective' depends on axioms: [propext, Classical.choice, Quot.sound]
'EffectiveStiffnessDuality.stiffness_compliance_duality' depends on axioms: [propext, Classical.choice, Quot.sound]
'EffectiveStiffnessDuality.effective_le_mean' depends on axioms: [propext, Classical.choice, Quot.sound]
```

## The derivation in the Lean proof

`reciprocity` supplies the symmetry of the energy product and `energy_pos` its positivity. `isLeast_of_equilibrium` expands the energy around equilibrium and closes with `linarith`. `exists_equilibrium` builds the map from `U` to its dual and takes a linear right inverse `R`, which yields $E$.

In `effective_hooke`, `hq` is the nonnegative quadratic in $t$. Its constant term is zero, so `discrim_le_zero` says that the square of the linear coefficient is at most zero. `existsUnique_effective` turns the mean stress into a matrix and gets uniqueness from `effective_hooke`.

In the duality proof, `hback` recovers the strain from the stress, `hmem` puts the stress fluctuation in the complement, and `key` is $S^*C^*p=p$. `mul_eq_one_comm` gives the other order.

## The lower bound from the stress side

`effective_le_mean` uses zero fluctuation as a trial and bounds $p\cdot C^*p$ by $\sum_a w_a\,p\cdot C_ap$, the Voigt bound. The same trial in the stress problem gives $q\cdot S^*q\le\sum_a w_a\,q\cdot C_a^{-1}q$. Inverting positive definite matrices reverses their order, so duality turns this into the Reuss bound
$$p\cdot C^*p\ \ge\ p\cdot\Bigl(\sum_a w_aC_a^{-1}\Bigr)^{-1}p ,$$
a last inversion that is done here in prose and not in the Lean code.
